# N < L excitations with no two adjacent fit on a ring of L ≥ 3 sites in L/(L − N) · C(L − N, N) ways

If the configurations of a blockaded ring of atoms are counted as if the ring were an open chain, the number can come out too large: six atoms with two excitations give ten configurations instead of nine, because the first and last atoms are wrongly allowed to be excited together. The correct number \(A\) for \(N\) excitations on \(L\) sites satisfies \((L-N)\,A = L\binom{L-N}{N}\), proved here for \(L\ge 3\) and \(N\le L\).

```lean
import Mathlib

open Finset

namespace RydbergRing

/-- Configurations of `N` excitations on a ring with sites `0, …, L - 1`, in which no excited
site has an excited clockwise neighbour `(i + 1) mod L`. -/
def ringConfigs (L N : ℕ) : Finset (Finset ℕ) :=
  ((range L).powersetCard N).filter fun s => ∀ i ∈ s, (i + 1) % L ∉ s

/-- Configurations of `N` excitations on the open segment of `n` sites starting at site `a`,
in which no two neighbouring sites are excited. -/
def segmentConfigs (a n N : ℕ) : Finset (Finset ℕ) :=
  ((Ico a (a + n)).powersetCard N).filter fun s => ∀ i ∈ s, i + 1 ∉ s

/-- A configuration belongs to the segment when its excitations lie on the segment, number `N`,
and are never neighbours. -/
lemma mem_segment {a n N : ℕ} {s : Finset ℕ} : s ∈ segmentConfigs a n N ↔
    (∀ i ∈ s, a ≤ i ∧ i < a + n) ∧ s.card = N ∧ ∀ i ∈ s, i + 1 ∉ s := by
  simp only [segmentConfigs, mem_filter, mem_powersetCard, subset_iff, mem_Ico, and_assoc]

/-- The blockade on a ring of `n + 3` sites is the blockade on the open chain together with the
rule that the last site and site `0` are not both excited. -/
lemma mem_ring {n N : ℕ} {s : Finset ℕ} : s ∈ ringConfigs (n + 3) N ↔
    (∀ i ∈ s, i < n + 3) ∧ s.card = N ∧ (∀ i ∈ s, i + 1 ∉ s) ∧ (n + 2 ∈ s → 0 ∉ s) := by
  simp only [ringConfigs, mem_filter, mem_powersetCard, subset_iff, mem_range, and_assoc]
  refine and_congr_right fun h1 => and_congr_right fun _ => ⟨fun h => ⟨?_, ?_⟩, ?_⟩
  · intro i hi hi'
    have h2 := h i hi
    rw [Nat.mod_eq_of_lt (h1 hi')] at h2
    exact h2 hi'
  · intro hi
    have h2 := h _ hi
    rwa [show n + 2 + 1 = n + 3 by omega, Nat.mod_self] at h2
  · rintro ⟨h2, h3⟩ i hi
    have hlt := h1 hi
    by_cases he : i = n + 2
    · subst he
      rw [show n + 2 + 1 = n + 3 by omega, Nat.mod_self]
      exact h3 hi
    · rw [Nat.mod_eq_of_lt (by omega)]
      exact h2 i hi

/-- A family `F` of configurations is counted by splitting it into those with site `x` empty
(`G`) and those with `x` excited, the latter recorded by their other excitations (`H`). -/
lemma card_split {F G H : Finset (Finset ℕ)} (x : ℕ)
    (hG : ∀ s, s ∈ G ↔ s ∈ F ∧ x ∉ s) (hH : ∀ t, t ∈ H ↔ x ∉ t ∧ insert x t ∈ F) :
    F.card = G.card + H.card := by
  have hF : F = G ∪ H.image (insert x) := by
    ext s
    simp only [mem_union, mem_image, hG, hH]
    constructor
    · intro hs
      by_cases hx : x ∈ s
      · exact Or.inr ⟨s.erase x, ⟨by simp, by rwa [insert_erase hx]⟩, insert_erase hx⟩
      · exact Or.inl ⟨hs, hx⟩
    · rintro (h | ⟨t, ht, rfl⟩)
      · exact h.1
      · exact ht.2
  have hd : Disjoint G (H.image (insert x)) := by
    rw [disjoint_left]
    intro s hs ht
    obtain ⟨t, _, rfl⟩ := mem_image.mp ht
    exact ((hG _).mp hs).2 (mem_insert_self x t)
  have hi : Set.InjOn (insert x) (H : Set (Finset ℕ)) := by
    intro s hs t ht h
    have h' : insert x s = insert x t := h
    rw [← erase_insert ((hH s).mp (mem_coe.mp hs)).1, h',
      erase_insert ((hH t).mp (mem_coe.mp ht)).1]
  rw [hF, card_union_of_disjoint hd, card_image_of_injOn hi]

/-- The number of configurations of `N + 1` excitations on a segment of `n + 1` sites is the number
for `N + 1` excitations on its first `n` sites (last site empty) plus the number for `N` excitations
on its first `n - 1` sites, or on no site if `n = 0` (last site excited). -/
theorem card_segment_succ (a n N : ℕ) : (segmentConfigs a (n + 1) (N + 1)).card =
    (segmentConfigs a n (N + 1)).card + (segmentConfigs a (n - 1) N).card := by
  refine card_split (a + n) (fun s => ?_) (fun t => ?_)
  · simp only [mem_segment]
    constructor
    · rintro ⟨h1, hc, h2⟩
      exact ⟨⟨fun i hi => by have := h1 i hi; omega, hc, h2⟩,
        fun hx => by have := h1 _ hx; omega⟩
    · rintro ⟨⟨h1, hc, h2⟩, hx⟩
      refine ⟨fun i hi => ?_, hc, h2⟩
      have h3 := h1 i hi
      have h4 : i ≠ a + n := fun h => hx (h ▸ hi)
      omega
  · rw [mem_segment, mem_segment]
    constructor
    · rintro ⟨h1, hc, h2⟩
      have hx : a + n ∉ t := fun h => by have := h1 _ h; omega
      refine ⟨hx, fun i hi => ?_, by rw [card_insert_of_notMem hx, hc], fun i hi h => ?_⟩
      · rcases mem_insert.mp hi with hi | hi
        · omega
        · have := h1 i hi
          omega
      · rcases mem_insert.mp hi with hi | hi <;> rcases mem_insert.mp h with h | h
        · omega
        · have := h1 _ h
          omega
        · have := h1 i hi
          omega
        · exact h2 i hi h
    · rintro ⟨hx, h1, hc, h2⟩
      rw [card_insert_of_notMem hx] at hc
      refine ⟨fun i hi => ?_, by omega,
        fun i hi h => h2 i (mem_insert_of_mem hi) (mem_insert_of_mem h)⟩
      have h3 := h1 i (mem_insert_of_mem hi)
      have h4 : i + 1 ≠ a + n := fun h =>
        h2 i (mem_insert_of_mem hi) (mem_insert.mpr (Or.inl h))
      have h5 : i ≠ a + n := fun h => hx (h ▸ hi)
      omega

/-- The number of configurations of `N + 1` excitations on a ring of `n + 3` sites is the number for
`N + 1` excitations on an open segment of `n + 2` sites (last site empty) plus the number for `N`
excitations on an open segment of `n` sites (last site excited, both its neighbours empty). -/
theorem card_ring_succ (n N : ℕ) : (ringConfigs (n + 3) (N + 1)).card =
    (segmentConfigs 0 (n + 2) (N + 1)).card + (segmentConfigs 1 n N).card := by
  refine card_split (n + 2) (fun s => ?_) (fun t => ?_)
  · simp only [mem_segment, mem_ring]
    constructor
    · rintro ⟨h1, hc, h2⟩
      have hx : n + 2 ∉ s := fun h => by have := h1 _ h; omega
      exact ⟨⟨fun i hi => by have := h1 i hi; omega, hc, h2, fun h => absurd h hx⟩, hx⟩
    · rintro ⟨⟨h1, hc, h2, _⟩, hx⟩
      refine ⟨fun i hi => ?_, hc, h2⟩
      have h3 := h1 i hi
      have h4 : i ≠ n + 2 := fun h => hx (h ▸ hi)
      omega
  · rw [mem_segment, mem_ring]
    constructor
    · rintro ⟨h1, hc, h2⟩
      have hx : n + 2 ∉ t := fun h => by have := h1 _ h; omega
      refine ⟨hx, fun i hi => ?_, by rw [card_insert_of_notMem hx, hc],
        fun i hi h => ?_, fun _ h => ?_⟩
      · rcases mem_insert.mp hi with hi | hi
        · omega
        · have := h1 i hi
          omega
      · rcases mem_insert.mp hi with hi | hi <;> rcases mem_insert.mp h with h | h
        · omega
        · have := h1 _ h
          omega
        · have := h1 i hi
          omega
        · exact h2 i hi h
      · rcases mem_insert.mp h with h | h
        · omega
        · have := h1 _ h
          omega
    · rintro ⟨hx, h1, hc, h2, h0⟩
      rw [card_insert_of_notMem hx] at hc
      refine ⟨fun i hi => ?_, by omega,
        fun i hi h => h2 i (mem_insert_of_mem hi) (mem_insert_of_mem h)⟩
      have h3 := h1 i (mem_insert_of_mem hi)
      have h4 : i + 1 ≠ n + 2 := fun h =>
        h2 i (mem_insert_of_mem hi) (mem_insert.mpr (Or.inl h))
      have h5 : i ≠ n + 2 := fun h => hx (h ▸ hi)
      have h6 : i ≠ 0 := by
        rintro rfl
        exact h0 (mem_insert_self _ _) (mem_insert_of_mem hi)
      omega

/-- On a ring of at least three sites with `N + 1` excited and `k + 1` unexcited sites, the
number of blockaded configurations is a sum of two binomial coefficients. -/
theorem card_ring_eq_add (k N : ℕ) (h : 1 ≤ k + N) :
    (ringConfigs (k + N + 2) (N + 1)).card = (k + 1).choose (N + 1) + k.choose N := by
  -- solve the segment recursion
  have seg : ∀ n a N, (segmentConfigs a n N).card = (n + 1 - N).choose N := by
    intro n
    induction n using Nat.strong_induction_on with
    | _ n ih =>
      intro a N
      rcases N with _ | N
      · simp [segmentConfigs, filter_singleton]
      rcases n with _ | n
      · have h0 : segmentConfigs a 0 (N + 1) = ∅ := by
          refine eq_empty_of_forall_notMem fun s hs => ?_
          obtain ⟨h1, hc, _⟩ := mem_segment.mp hs
          obtain ⟨i, hi⟩ := card_pos.mp (by omega : 0 < s.card)
          have := h1 i hi
          omega
        rw [h0, card_empty]
        exact (Nat.choose_eq_zero_of_lt (by omega)).symm
      rw [card_segment_succ, ih n (by omega), ih (n - 1) (by omega)]
      rcases Nat.lt_or_ge n N with hn | hn
      · rw [show n + 1 + 1 - (N + 1) = 0 by omega, show n + 1 - (N + 1) = 0 by omega,
          show n - 1 + 1 - N = 0 by omega, Nat.choose_eq_zero_of_lt (show 0 < N by omega),
          add_zero]
      · rcases Nat.eq_zero_or_pos n with h0 | h0
        · obtain rfl : N = 0 := by omega
          subst h0
          rfl
        · rw [show n + 1 + 1 - (N + 1) = n - N + 1 by omega,
            show n + 1 - (N + 1) = n - N by omega, show n - 1 + 1 - N = n - N by omega,
            Nat.choose_succ_succ', add_comm]
  -- cut the ring open and insert the segment counts
  obtain ⟨n, hn⟩ : ∃ n, k + N = n + 1 := ⟨k + N - 1, by omega⟩
  rw [show k + N + 2 = n + 3 by omega, card_ring_succ, seg, seg,
    show n + 2 + 1 - (N + 1) = k + 1 by omega, show n + 1 - N = k by omega]

/-- On a ring of `L ≥ 3` sites with `N ≤ L` excitations, the number `A` of configurations
without neighbouring excitations satisfies `(L - N) A = L C(L - N, N)`. -/
theorem ring_exclusion_count (L N : ℕ) (hL : 3 ≤ L) (hN : N ≤ L) :
    (L - N) * (ringConfigs L N).card = L * (L - N).choose N := by
  rcases N with _ | N
  · simp [ringConfigs, filter_singleton]
  obtain ⟨M, rfl⟩ := Nat.exists_eq_add_of_le hN
  rw [Nat.add_sub_cancel_left]
  rcases M with _ | k
  · simp
  -- the absorption identity merges the two binomials
  rw [show N + 1 + (k + 1) = k + N + 2 by omega, card_ring_eq_add k N (by omega),
    mul_add, Nat.add_one_mul_choose_eq k N]
  ring

/-- On a ring of `L ≥ 3` sites with `N < L` excitations, a blockaded configuration exists
exactly when at most half of the sites are excited. -/
theorem ring_pos_iff (L N : ℕ) (hL : 3 ≤ L) (hN : N < L) :
    0 < (ringConfigs L N).card ↔ 2 * N ≤ L := by
  have h := ring_exclusion_count L N hL hN.le
  constructor
  · intro hA
    by_contra hc
    rw [Nat.choose_eq_zero_of_lt (by omega), mul_zero] at h
    have := Nat.mul_pos (show 0 < L - N by omega) hA
    omega
  · intro hc
    have hpos := Nat.mul_pos (show 0 < L by omega)
      (Nat.choose_pos (show N ≤ L - N by omega))
    rw [← h] at hpos
    exact Nat.pos_of_mul_pos_left hpos

/-- At half filling, with `N ≥ 2` excitations on `2N` sites, the ring has exactly two blockaded
configurations. -/
theorem ring_half_filling (N : ℕ) (hN : 2 ≤ N) : (ringConfigs (2 * N) N).card = 2 := by
  have h := ring_exclusion_count (2 * N) N (by omega) (by omega)
  rw [show 2 * N - N = N by omega, Nat.choose_self, mul_one] at h
  exact Nat.eq_of_mul_eq_mul_left (show 0 < N by omega) (by rw [h, mul_comm])

end RydbergRing
```

```lean
#print axioms RydbergRing.ring_pos_iff
-- 'RydbergRing.ring_pos_iff' depends on axioms: [propext, Classical.choice, Quot.sound]
#print axioms RydbergRing.ring_half_filling
-- 'RydbergRing.ring_half_filling' depends on axioms: [propext, Classical.choice, Quot.sound]
```

## The count, its threshold and the half-filled ring

The main theorem is `ring_exclusion_count`. It takes a number of sites `L` with `3 ≤ L` and a number of excitations `N` with `N ≤ L`, and states the identity between natural numbers. Since \(N\le L\), the difference `L - N` is the ordinary one, the number of unexcited sites. For \(N<L\) one may divide by it:

\[
A=\frac{L}{L-N}\binom{L-N}{N}.
\]

At \(N=L\) the identity reads \(0=0\) and says nothing about \(A\).

Two consequences follow. By `ring_pos_iff`, for \(N<L\) at least one allowed configuration exists exactly when \(2N\le L\). By `ring_half_filling`, a ring of \(2N\) sites with \(N\ge 2\) excitations has exactly two allowed configurations; these are the two alternating patterns, with either the even or the odd sites excited.

## Atoms as sites, blockade as strict exclusion

In a Rydberg array, an excited atom shifts the excited level of a nearby atom by their mutual interaction. If the laser is resonant with an isolated atom and the shift is large compared with the strength and linewidth of the drive, the second atom is out of resonance and stays, to a good approximation, in its ground state. The condition that no two neighbours are excited stands for this effect.

In Lean the atoms are the numbers \(0,\dots,L-1\), and a configuration is the finite set of excited atoms. `ringConfigs L N` collects the sets `s` with `N` elements such that `(i + 1) % L ∉ s` for every `i ∈ s`. The remainder closes the ring by making site \(0\) the clockwise neighbour of site \(L-1\). Testing only the clockwise neighbour is enough, because each adjacent pair is then tested from one of its two ends. The number \(A\) is `(ringConfigs L N).card`. Sites are labelled, so configurations that differ by a rotation count separately.

The model idealises an experiment: among other simplifications, it replaces a finite interaction energy that falls off with distance by a strict rule that reaches nearest neighbours and no further. Within that idealisation, \(A\) is the dimension of the subspace with \(N\) excitations in the constrained Hilbert space of the ring, before any reduction by symmetry. The laser drive changes \(N\), so a basis for exact diagonalisation of the driven ring contains configurations with every allowed \(N\); the formula checks how many of them have a given \(N\).

## Cutting the ring at its last site

Let \(S(n,N)\) be the number of allowed configurations of \(N\) excitations on an open segment of \(n\) consecutive sites, and \(A(L,N)\) the number on the ring.

Take a segment of \(n+1\) sites with \(N+1\) excitations, where \(n\ge1\). If its last site is empty, all excitations lie on the first \(n\) sites. If it is excited, the site before it is empty, and the other \(N\) excitations lie on the first \(n-1\) sites. Hence

\[
S(n+1,N+1)=S(n,N+1)+S(n-1,N).
\]

There is one way to place no excitation, so \(S(n,0)=1\), and no way to place any on an empty segment, so \(S(0,N+1)=0\). A single site holds one excitation in one way and never more. The solution is

\[
S(n,N)=\binom{n+1-N}{N},
\]

read as zero when \(N>n+1\). Indeed, for \(N\le n\), inserting it on the right of the recursion gives

\[
\binom{n-N}{N+1}+\binom{n-N}{N}=\binom{n-N+1}{N+1},
\]

which is Pascal's rule and the required value of \(S(n+1,N+1)\). For \(N>n\) all three counts vanish.

Now take a ring of \(n+3\) sites with \(N+1\) excitations. If the last site, \(n+2\), is empty, the sites \(0,\dots,n+1\) form an open segment. If it is excited, its neighbours \(n+1\) and \(0\) are empty, and the other \(N\) excitations lie on the \(n\) sites \(1,\dots,n\). Therefore

\[
A(n+3,N+1)=S(n+2,N+1)+S(n,N).
\]

Suppose that at least one site is unexcited, and write the number of unexcited sites as \(k+1\). Then \(n+3=k+N+2\), and the segment formula gives

\[
A(k+N+2,N+1)=\binom{k+1}{N+1}+\binom{k}{N}.
\]

Multiply by \(k+1\) and use the absorption identity \((k+1)\binom{k}{N}=(N+1)\binom{k+1}{N+1}\):

\[
(k+1)\,A(k+N+2,N+1)=(k+N+2)\binom{k+1}{N+1}.
\]

This is the claimed identity for \(N+1\) excitations on \(L=k+N+2\) sites. With no excitations, \(A=1\) and both sides equal \(L\). With every site excited, both sides are zero.

For the threshold, let \(N<L\). Then \(L-N\) and \(L\) are positive, so \(A>0\) exactly when \(\binom{L-N}{N}>0\), that is, when \(N\le L-N\). For \(L=2N\) the identity becomes \(N A=2N\), hence \(A=2\).

## Two excitations on six atoms

Let \(L=6\) and \(N=2\), with sites \(0,\dots,5\). If site 5 is empty, the allowed pairs are

\[
\{0,2\},\ \{0,3\},\ \{0,4\},\ \{1,3\},\ \{1,4\},\ \{2,4\}.
\]

If site 5 is excited, the second excitation can be on site 1, 2 or 3. The total is \(6+3=9\), and the identity holds as \(4\cdot 9=36=6\binom{4}{2}\). The open chain would also admit \(\{0,5\}\), which is the tenth configuration.

## The same cut in Lean

`segmentConfigs a n N` is the family counted by \(S(n,N)\), for a segment that starts at site `a`. The starting site is kept because the cut leaves one segment beginning at 0 and another beginning at 1. The lemma `mem_segment` unfolds membership into conditions on the individual sites. `mem_ring` does the same for the ring and removes the remainder: the ring rule becomes the open-chain rule together with the condition that sites `n + 2` and `0` are not both excited.

`card_split` contains the counting principle behind both cuts. Configurations with site `x` excited are recorded by their remaining excitations, and `insert x` restores the full set. The proof shows that the family is the union of the part with `x` empty and the image of these records, that the two parts are disjoint, and that different records give different configurations. The cardinalities therefore add.

`card_segment_succ` and `card_ring_succ` apply this principle to the last site of a segment and of the ring. Their proofs check both directions of the membership conditions, with `omega` settling the inequalities between site numbers. In the segment recursion, `n - 1` means 0 when `n = 0`, which gives the right count for a single site.

`card_ring_eq_add` first proves the closed form for segments, under the name `seg`. It uses strong induction because the recursion reaches back two sizes, and `Nat.choose_succ_succ'` supplies Pascal's rule. It then inserts the segment counts into the ring cut. As in the derivation above, its `N` is one less than the number of excitations, and its hypothesis `1 ≤ k + N` says that the ring has at least three sites, so that the two neighbours of the cut site are distinct.

`ring_exclusion_count` treats the cases of no excitation and no unexcited site separately. In the remaining case it rewrites with the sum of two binomials and with the absorption identity, `Nat.add_one_mul_choose_eq`, and `ring` collects the terms. The two corollaries use only this identity: `ring_pos_iff` compares the signs of its two sides, and `ring_half_filling` cancels the positive factor \(N\).
